# For a linear residual with symmetric positive definite Jacobian, type-I multisecant steps minimise the error energy and type-II steps the residual norm over the stored directions

An SCF calculation close to convergence holds a current density or potential $x$, its residual $f(x)$, and a short history of earlier iterates and residuals. The mixer combines the history into a better point. It cannot use the distance to the self-consistent solution $x^*$, which is unknown, so it imposes a condition on the residual it predicts. Two such conditions are common, and they generally select different points. The question is what each of them makes small.

## What each condition minimises

Take the residual to be linear, $f(x)=A(x-x^*)$, with a real matrix $A$, and write $f$ for its value at the current $x$. The columns of $S$ are differences of stored iterates, and the columns of $Y$ are the corresponding differences of residuals, so $Y=AS$. Let the columns of $S$ be linearly independent. A coefficient vector $g$ moves the iterate to $x-Sg$, where the predicted residual is $f-Yg$.

- **Type I** requires $S^T(f-Yg)=0$. If $A$ is symmetric positive definite, this holds exactly when $x-Sg$ has strictly smaller error energy $\langle e,Ae\rangle$ than $x-Sh$ for every $h\neq g$. Here $e$ is the error, the point minus $x^*$.
- **Type II** requires $Y^T(f-Yg)=0$, the normal equations of least squares on $f-Yg$. If $A$ is injective, this holds exactly when $x-Sg$ has strictly smaller residual norm than $x-Sh$ for every $h\neq g$.

Positive definiteness has a direct meaning when $f$ is the gradient of a quadratic energy: $x^*$ is then a stable minimum, and $\langle e,Ae\rangle$ is twice the energy above it. For a fixed-point residual $f(x)=x-F(x)$, with $F$ the map from input to output, it says that the derivative of $F$ is symmetric with all eigenvalues below one.

## The small system inside a mixing step

With $m$ stored differences, a multisecant mixer solves an $m\times m$ system,

$$
(S^TY)\,g=S^Tf\quad\text{(type I)},\qquad (Y^TY)\,g=Y^Tf\quad\text{(type II)}.
$$

Anderson mixing in its usual least-squares form solves the second. For $f(x)=x-F(x)$, a code then typically adds a damped step along the predicted residual, $x_{\text{new}}=x-Sg-\beta(f-Yg)$, with a mixing parameter $\beta$. The minimisation properties belong to the intermediate point $x-Sg$.

Take $A=\mathrm{diag}(1,2)$, $x^*=0$, $x=(1,0)$ and one stored step $S=(1,1)^T$. Then $f=(1,0)$ and $Y=(1,2)^T$. Type I solves $3g=1$ and type II solves $5g=1$:

| | $g$ | $x-Sg$ | $\langle e,Ae\rangle$ | squared residual norm |
|---|---|---|---|---|
| start | – | $(1,0)$ | $1$ | $1$ |
| type I | $1/3$ | $(2/3,-1/3)$ | $2/3$ | $8/9$ |
| type II | $1/5$ | $(4/5,-1/5)$ | $18/25$ | $4/5$ |

Each method wins in its own column. The residual norm, a common measure of SCF convergence, can even rise in a type-I step. With $A=\mathrm{diag}(1,3)$ and the same $x$ and $S$, type I gives $g=1/4$; the error energy falls from $1$ to $3/4$ while the squared residual norm grows from $1$ to $9/8$.

## Expanding a quadratic form around the coefficients

Both statements follow from one fact about a symmetric matrix $M$ with $Q(v)=\langle v,Mv\rangle>0$ for $v\neq0$. Fix a vector $e$ and coefficients $g$ and $h$, and set $u=e-Sg$ and $d=S(h-g)$. Then $e-Sh=u-d$, and

$$
Q(u-d)=Q(u)-\langle u,Md\rangle-\langle d,Mu\rangle+Q(d)=Q(u)-2\langle d,Mu\rangle+Q(d),
$$

because symmetry makes the cross terms equal. Moving $S$ to the other factor gives $\langle d,Mu\rangle=\langle h-g,p\rangle$ with $p=S^TM(e-Sg)$, so

$$
Q(e-Sh)=Q(e-Sg)-2\langle h-g,p\rangle+Q(S(h-g)).
$$

The gradient of $Q(e-Sh)$ with respect to $h$, taken at $h=g$, is $-2p$. Moving along $p$ therefore goes downhill at first.

Suppose $p=0$ and $h\neq g$. Independence of the columns gives $S(h-g)\neq0$, so the last term is positive and $Q(e-Sg)<Q(e-Sh)$.

Conversely, suppose $g$ is the strict minimiser but $p\neq0$. Then $Sp\neq0$ and $Q(Sp)>0$. Put $h=g+tp$ with $t=\langle p,p\rangle/Q(Sp)>0$. Since $t^2Q(Sp)=t\langle p,p\rangle$,

$$
Q(e-Sh)=Q(e-Sg)-2t\langle p,p\rangle+t^2Q(Sp)=Q(e-Sg)-t\langle p,p\rangle<Q(e-Sg),
$$

which contradicts minimality. Hence $p=0$.

For type I, take $M=A$ and $e=x-x^*$. Then $A(e-Sg)=f-Yg$, so $p=S^T(f-Yg)$, and $Q(e-Sg)$ is the error energy at $x-Sg$.

For type II, take $M=1$, replace $e$ by $f$ and replace $S$ by $Y$. Then $p=Y^T(f-Yg)$. The quadratic form is the squared norm of $f-Yg$, which is the true residual at $x-Sg$ because

$$
A(x-Sg-x^*)=A(x-x^*)-ASg=f-Yg.
$$

The columns of $Y=AS$ are independent because $A$ and $S$ are both injective.

## Both equivalences in Lean

```lean
import Mathlib

open Matrix

namespace MultisecantVariational

variable {n m : Type*} [Fintype n] [Fintype m]

/-- The quadratic form `⟨v, M v⟩` of a real matrix `M`. -/
def quadForm (M : Matrix n n ℝ) (v : n → ℝ) : ℝ := v ⬝ᵥ M *ᵥ v

/-- The residual `f(x) = A (x - x*)` of the linear fixed-point problem with solution `x*`. -/
def residual (A : Matrix n n ℝ) (xs x : n → ℝ) : n → ℝ := A *ᵥ (x - xs)

/-- The energy `⟨e, A e⟩` of the error `e = x - x*`. -/
def errorEnergy (A : Matrix n n ℝ) (xs x : n → ℝ) : ℝ := quadForm A (x - xs)

/-- The squared Euclidean norm of the residual at `x`. -/
def residualSq (A : Matrix n n ℝ) (xs x : n → ℝ) : ℝ :=
  residual A xs x ⬝ᵥ residual A xs x

/-- Type-I condition: the predicted residual `f - Y g` is orthogonal to the steps,
the columns of `S`. -/
def IsTypeI (S Y : Matrix n m ℝ) (f : n → ℝ) (g : m → ℝ) : Prop :=
  Sᵀ *ᵥ (f - Y *ᵥ g) = 0

/-- Type-II condition: the normal equations of least squares on `f - Y g`, which make the
predicted residual orthogonal to the residual differences, the columns of `Y`. -/
def IsTypeII (Y : Matrix n m ℝ) (f : n → ℝ) (g : m → ℝ) : Prop :=
  Yᵀ *ᵥ (f - Y *ᵥ g) = 0

/-- For a linear residual and `Y = A S`, the secant prediction `f(x) - Y g` is the true
residual at the new point `x - S g`. -/
theorem residual_step (A : Matrix n n ℝ) (S : Matrix n m ℝ) (xs x : n → ℝ) (g : m → ℝ) :
    residual A xs (x - S *ᵥ g) = residual A xs x - (A * S) *ᵥ g := by
  unfold residual
  rw [← Matrix.mulVec_mulVec, ← Matrix.mulVec_sub, sub_right_comm]

/-- Exact expansion of a symmetric quadratic form around the coefficients `g`: a linear term
with the projected gradient, and the form of the displacement `S (h - g)`. -/
theorem quadForm_expand {M : Matrix n n ℝ} (hM : Mᵀ = M) (S : Matrix n m ℝ)
    (e : n → ℝ) (g h : m → ℝ) :
    quadForm M (e - S *ᵥ h) = quadForm M (e - S *ᵥ g)
      - 2 * ((h - g) ⬝ᵥ Sᵀ *ᵥ (M *ᵥ (e - S *ᵥ g))) + quadForm M (S *ᵥ (h - g)) := by
  have hsplit : e - S *ᵥ h = (e - S *ᵥ g) - S *ᵥ (h - g) := by
    rw [Matrix.mulVec_sub]; abel
  -- the transpose moves `S` from one factor to the other
  have hadj : ∀ (k : m → ℝ) (w : n → ℝ), (S *ᵥ k) ⬝ᵥ w = k ⬝ᵥ Sᵀ *ᵥ w := by
    intro k w
    rw [Matrix.mulVec_transpose, dotProduct_comm, Matrix.dotProduct_mulVec, dotProduct_comm]
  rw [hsplit, ← hadj]
  generalize e - S *ᵥ g = u
  generalize S *ᵥ (h - g) = d
  -- symmetry makes the two cross terms equal
  have hs : u ⬝ᵥ M *ᵥ d = d ⬝ᵥ M *ᵥ u := by
    rw [Matrix.dotProduct_mulVec, ← Matrix.mulVec_transpose, hM, dotProduct_comm]
  simp only [quadForm, Matrix.mulVec_sub, sub_dotProduct, dotProduct_sub]
  linarith

/-- A nonzero real vector has positive squared norm. -/
theorem dot_self_pos {v : n → ℝ} (hv : v ≠ 0) : 0 < v ⬝ᵥ v := by
  obtain ⟨i, hi⟩ := Function.ne_iff.mp hv
  exact Finset.sum_pos' (fun j _ => mul_self_nonneg (v j))
    ⟨i, Finset.mem_univ i, mul_self_pos.mpr hi⟩

/-- For a symmetric positive definite form and independent columns of `S`, the projected
gradient vanishes at `g` exactly when `g` is the strict minimizer over all coefficients. -/
theorem stationary_iff_strict_min {M : Matrix n n ℝ} (hM : Mᵀ = M)
    (hpos : ∀ v, v ≠ 0 → 0 < quadForm M v) {S : Matrix n m ℝ}
    (hS : Function.Injective S.mulVec) (e : n → ℝ) (g : m → ℝ) :
    Sᵀ *ᵥ (M *ᵥ (e - S *ᵥ g)) = 0 ↔
      ∀ h, h ≠ g → quadForm M (e - S *ᵥ g) < quadForm M (e - S *ᵥ h) := by
  have hSne : ∀ k : m → ℝ, k ≠ 0 → S *ᵥ k ≠ 0 := by
    intro k hk h0
    exact hk (hS (h0.trans (Matrix.mulVec_zero S).symm))
  constructor
  · intro h0 h hne
    have hq := hpos _ (hSne _ (sub_ne_zero.mpr hne))
    rw [quadForm_expand hM S e g h, h0, dotProduct_zero]
    linarith
  · intro hmin
    by_contra hp
    have hex := quadForm_expand hM S e g
    generalize Sᵀ *ᵥ (M *ᵥ (e - S *ᵥ g)) = p at hp hex
    have ha := dot_self_pos hp
    have hb := hpos _ (hSne p hp)
    -- the exact line-search step along the projected gradient
    obtain ⟨t, ht, htb⟩ : ∃ t : ℝ, 0 < t ∧ t * quadForm M (S *ᵥ p) = p ⬝ᵥ p :=
      ⟨_, div_pos ha hb, div_mul_cancel₀ _ hb.ne'⟩
    have hne : g + t • p ≠ g := by
      intro h
      exact smul_ne_zero ht.ne' hp (add_eq_left.mp h)
    have hlt := hmin _ hne
    have hscale : quadForm M (S *ᵥ (t • p)) = t * (t * quadForm M (S *ᵥ p)) := by
      simp only [quadForm, Matrix.mulVec_smul, smul_dotProduct, dotProduct_smul, smul_eq_mul]
    rw [hex (g + t • p), add_sub_cancel_left, hscale, htb, smul_dotProduct,
      smul_eq_mul] at hlt
    have := mul_pos ht ha
    linarith

/-- Type I: for `A` symmetric positive definite, `S` with independent columns and `Y = A S`,
`g` solves `Sᵀ (f(x) - Y g) = 0` exactly when `x - S g` has strictly smaller error energy
`⟨e, A e⟩` than `x - S h` for every other `h`. -/
theorem typeI_iff_min_errorEnergy {A : Matrix n n ℝ} (hA : A.PosDef) {S : Matrix n m ℝ}
    (hS : Function.Injective S.mulVec) (xs x : n → ℝ) (g : m → ℝ) :
    IsTypeI S (A * S) (residual A xs x) g ↔
      ∀ h, h ≠ g → errorEnergy A xs (x - S *ᵥ g) < errorEnergy A xs (x - S *ᵥ h) := by
  have hT : Aᵀ = A := by
    rw [← Matrix.conjTranspose_eq_transpose_of_trivial]
    exact hA.isHermitian
  have hpos : ∀ v, v ≠ 0 → 0 < quadForm A v := by
    intro v hv
    simpa only [quadForm, star_trivial] using hA.dotProduct_mulVec_pos hv
  unfold IsTypeI errorEnergy
  rw [← residual_step]
  unfold residual
  simp only [sub_right_comm x _ xs]
  exact stationary_iff_strict_min hT hpos hS (x - xs) g

/-- Type II: for `A` injective, `S` with independent columns and `Y = A S`, `g` solves the
least-squares equations exactly when `x - S g` has strictly smaller residual norm than
`x - S h` for every other `h`. -/
theorem typeII_iff_min_residual {A : Matrix n n ℝ} (hA : Function.Injective A.mulVec)
    {S : Matrix n m ℝ} (hS : Function.Injective S.mulVec) (xs x : n → ℝ) (g : m → ℝ) :
    IsTypeII (A * S) (residual A xs x) g ↔
      ∀ h, h ≠ g → residualSq A xs (x - S *ᵥ g) < residualSq A xs (x - S *ᵥ h) := by
  classical
  have hY : Function.Injective (A * S).mulVec := by
    intro k l hkl
    apply hS
    apply hA
    simpa only [Matrix.mulVec_mulVec] using hkl
  have hpos : ∀ v : n → ℝ, v ≠ 0 → 0 < quadForm 1 v := by
    intro v hv
    simpa only [quadForm, Matrix.one_mulVec] using dot_self_pos hv
  -- the same principle, with the identity form and the columns of `Y`
  have key := stationary_iff_strict_min Matrix.transpose_one hpos hY (residual A xs x) g
  simp only [quadForm, Matrix.one_mulVec] at key
  simp only [IsTypeII, residualSq, residual_step]
  exact key

/-- For `A = diag(1,2)`, `S = (1,1)ᵀ`, `x = (1,0)` and `x* = 0`, the type-I coefficient is
`1/3` and the type-II coefficient is `1/5`. -/
theorem types_differ (g : Fin 1 → ℝ) :
    (IsTypeI !![1; 1]
      ((!![1, 0; 0, 2] : Matrix (Fin 2) (Fin 2) ℝ) * (!![1; 1] : Matrix (Fin 2) (Fin 1) ℝ))
      (residual !![1, 0; 0, 2] 0 ![1, 0]) g ↔ g 0 = 1 / 3) ∧
    (IsTypeII
      ((!![1, 0; 0, 2] : Matrix (Fin 2) (Fin 2) ℝ) * (!![1; 1] : Matrix (Fin 2) (Fin 1) ℝ))
      (residual !![1, 0; 0, 2] 0 ![1, 0]) g ↔ g 0 = 1 / 5) := by
  constructor
  · rw [IsTypeI, funext_iff, Fin.forall_fin_one]
    simp [residual, Matrix.mulVec, dotProduct, Fin.sum_univ_succ]
    constructor <;> intro h <;> linarith
  · rw [IsTypeII, funext_iff, Fin.forall_fin_one]
    simp [residual, Matrix.mulVec, dotProduct, Fin.sum_univ_succ]
    constructor <;> intro h <;> linarith

/-- For the indefinite `A = diag(1,-1)`, `S = (0,1)ᵀ`, `x = (1,1)` and `x* = 0`, the
coefficient `1` solves the type-I equation and strictly maximizes the error energy. -/
theorem typeI_indefinite_max :
    IsTypeI !![0; 1]
      ((!![1, 0; 0, -1] : Matrix (Fin 2) (Fin 2) ℝ) * (!![0; 1] : Matrix (Fin 2) (Fin 1) ℝ))
      (residual !![1, 0; 0, -1] 0 ![1, 1]) (![1] : Fin 1 → ℝ) ∧
    ∀ h : Fin 1 → ℝ, h ≠ ![1] →
      errorEnergy !![1, 0; 0, -1] 0 (![1, 1] - !![0; 1] *ᵥ h) <
        errorEnergy !![1, 0; 0, -1] 0 (![1, 1] - !![0; 1] *ᵥ ![1]) := by
  have hE : ∀ h : Fin 1 → ℝ,
      errorEnergy !![1, 0; 0, -1] 0 (![1, 1] - !![0; 1] *ᵥ h) = 1 - (1 - h 0) ^ 2 := by
    intro h
    simp [errorEnergy, quadForm, Matrix.mulVec, dotProduct, Fin.sum_univ_succ]
    ring
  constructor
  · rw [IsTypeI, funext_iff, Fin.forall_fin_one]
    simp [residual, Matrix.mulVec, dotProduct, Fin.sum_univ_succ]
  · intro h hne
    have h1 : 1 - h 0 ≠ 0 := by
      intro h0
      apply hne
      funext i
      fin_cases i
      change h 0 = 1
      linarith
    have h2 : 0 < (1 - h 0) ^ 2 :=
      lt_of_le_of_ne (sq_nonneg _) (pow_ne_zero 2 h1).symm
    rw [hE, hE]
    change 1 - (1 - h 0) ^ 2 < 1 - (1 - (1 : ℝ)) ^ 2
    linarith

end MultisecantVariational
```

```lean
#print axioms MultisecantVariational.typeI_iff_min_errorEnergy
#print axioms MultisecantVariational.typeII_iff_min_residual
#print axioms MultisecantVariational.types_differ
#print axioms MultisecantVariational.typeI_indefinite_max
```

```
'MultisecantVariational.typeI_iff_min_errorEnergy' depends on axioms: [propext, Classical.choice, Quot.sound]
'MultisecantVariational.typeII_iff_min_residual' depends on axioms: [propext, Classical.choice, Quot.sound]
'MultisecantVariational.types_differ' depends on axioms: [propext, Classical.choice, Quot.sound]
'MultisecantVariational.typeI_indefinite_max' depends on axioms: [propext, Classical.choice, Quot.sound]
```

## How the Lean proof runs

`residual_step` is the last displayed identity: the secant prediction equals the true residual at the new point. `quadForm_expand` is the expansion; in it `hadj` moves $S$ across the dot product and `hs` equates the cross terms. `dot_self_pos` supplies $\langle p,p\rangle>0$ for $p\neq0$.

`stationary_iff_strict_min` contains the two directions of the argument. The first rewrites with the expansion and $p=0$, leaving an inequality for `linarith`. The second assumes $p\neq0$, takes the step along $p$ and contradicts `hmin`.

`typeI_iff_min_errorEnergy` extracts symmetry and positivity from `A.PosDef` and applies this result to `A`. `typeII_iff_min_residual` first proves that `A * S` is injective, then applies the same result to the identity matrix. `types_differ` establishes the coefficients $1/3$ and $1/5$ of the table by writing out the matrix products.

The step length $t$ shows a useful Lean device. The proof asks for a number with two properties, `0 < t` and `t * quadForm M (S *ᵥ p) = p ⬝ᵥ p`, and supplies it as

`⟨_, div_pos ha hb, div_mul_cancel₀ _ hb.ne'⟩`

The underscore stands for the number itself. Lean infers it from `div_pos ha hb`, which proves that a particular quotient is positive. After `obtain`, only `t` and its two properties remain, and the division is gone. Rewriting with the second property turns $t\,(t\,Q(Sp))$ into $t\langle p,p\rangle$. The remaining inequality is linear in that single product, so `linarith` can finish although the original expression was quadratic in $t$.

## What the theorems guarantee for a mixer

In the Lean statements, `n` indexes the components of the density or potential and `m` the stored differences; both are finite. Vectors are real functions on these index sets, `xs` is $x^*$, and `⬝ᵥ` is the plain dot product, without grid weights or a metric. `errorEnergy` carries no factor $1/2$, and `residualSq` is the squared norm, which orders points as the norm does. The hypothesis `hS` says that $S$ acts injectively, which is independence of its columns. `A.PosDef` includes symmetry, while the type-II theorem asks only that `A.mulVec` be injective.

`IsTypeI` and `IsTypeII` accept any `Y`, but both theorems insert `A * S` and the residual at `x`. The right-hand sides evaluate the energy and the residual at the actual point `x - S *ᵥ g`. Since the inequalities are strict, at most one $g$ can satisfy either condition.

The theorems characterise a solution without stating that there is one. Existence follows by hand: $\langle k,S^TASk\rangle>0$ for $k\neq0$ makes the type-I matrix invertible, and $\langle k,Y^TYk\rangle=\langle Yk,Yk\rangle>0$ does the same for type II.

Positivity matters for type I. `typeI_indefinite_max` takes $A=\mathrm{diag}(1,-1)$, $x^*=0$, $x=(1,1)$ and $S=(0,1)^T$. The energy at $x-Sh$ is $1-(1-h)^2$, and the type-I solution $g=1$ is its strict maximum. A symmetric and invertible $A$ is therefore not enough for the type-I equivalence.

For electronic structure, the result identifies what the two mixing conditions minimise in a finite, real, linear model of the SCF residual. A real SCF map is nonlinear, so $Y=AS$ holds only approximately near the solution. In density mixing and in potential mixing alike, the Jacobian is generally not symmetric in the plain dot product, and the type-I theorem then does not apply as it stands. The theorems concern a single step: they give no convergence rate, and they say nothing about the damped addition $-\beta(f-Yg)$ or about rounding in a nearly singular small system.
